# Equal s weights maximise the Boys functional in a shell of one s orbital and its p partners

## Localising a filled valence shell

After a self-consistent-field calculation the occupied orbitals are often rotated among themselves to make them compact. In Boys localisation the program forms the matrices of the position operator between these orbitals and searches for the orthogonal mixing that maximises the sum of the squared centroids. This minimises the total spread \(\sum_i (\langle r^2\rangle_i - |\langle \mathbf r\rangle_i|^2)\), since the first sum is a trace and does not change under the mixing. For one s orbital and its p partners on a single centre taken as the origin, with real coefficients and one common nonzero s–p position element, the target of the search is known in closed form, so the converged value and the s character of each hybrid can be checked against it.

## Position matrices of the shell

The shell has \(m = n+1\) real orthonormal functions. Index \(0\) is s, and \(p_k\), for \(k = 0,\dots,n-1\), has index \(k+1\). With the nucleus as origin, parity removes the s–s and p–p elements of the coordinate \(x_k\), and reflection symmetry leaves only \(\langle s|x_k|p_k\rangle = d\). The constant \(d\) is the s–p transition moment, a length set by the two radial functions, and it is the same for all \(k\) when the atom is spherical. The matrix \(X_k\) therefore has \(d\) at \((0,k+1)\) and \((k+1,0)\) and zeros elsewhere.

A mixing is a real matrix \(U\) with \(UU^{T}=1\), whose row \(i\) holds the coefficients of orbital \(i\). The centroid \(\mathbf r_i\) has components \(\sum_{\mu\nu} U_{i\mu}(X_k)_{\mu\nu}U_{i\nu}\), with \(\mu,\nu\) running over the basis, the functional is \(B(U)=\sum_i \mathbf r_i\cdot\mathbf r_i\), and the s weight is \(w_i=U_{i0}^2\).

## The maximum and the geometry of the centroids

The theorem `boys_max` takes a real `d` with `d ≠ 0` and any natural number `n`. It says that \(4d^2(1-1/m)\) is the greatest element (`IsGreatest`) of the set of values of `boys d` on matrices satisfying `IsMixing`, so no mixing exceeds it and some mixing reaches it. It also says that a mixing has this value if and only if `sWeight U i` equals \(1/m\) for every `i`. The hypothesis on \(d\) means that s and p are coupled by the position operator; for \(d=0\) the functional vanishes for every mixing and selects nothing.

For a mixing at this value, `maximiser_geometry` gives \(|\mathbf r_i|^2 = 4d^2(m-1)/m^2\) and \(\mathbf r_i\cdot\mathbf r_j=-4d^2/m^2\) for \(i\neq j\). The theorem `sp3_case` puts \(n=3\): the maximum is \(3d^2\), with \(|\mathbf r_i|^2=3d^2/4\) and \(\mathbf r_i\cdot\mathbf r_j=-d^2/4\).

The matrix `position d k` is postulated, not computed from wavefunctions, and the orthonormality of the basis is implicit in using \(UU^T=1\). There are as many coordinates as p orbitals, so \(n\le 3\) is the physical range; for \(n<3\) the omitted coordinates have no elements within the shell. The spread, complex coefficients, further shells and neighbouring atoms do not appear, so the result concerns the Boys criterion for this one-centre, one-parameter model.

## From centroids to a completed square

For coefficients \(c\), only the two nonzero entries of \(X_k\) contribute, and \(c\cdot X_k c = 2d\,c_0c_{k+1}\). Hence
\[ \mathbf r_i\cdot\mathbf r_j = 4d^2\,U_{i0}U_{j0}\sum_{k=0}^{n-1}U_{i,k+1}U_{j,k+1}. \]
Row orthonormality reads \(U_{i0}U_{j0}+\sum_k U_{i,k+1}U_{j,k+1}=\delta_{ij}\), which gives
\[ \mathbf r_i\cdot\mathbf r_j = 4d^2\,U_{i0}U_{j0}\,(\delta_{ij}-U_{i0}U_{j0}), \qquad |\mathbf r_i|^2 = 4d^2w_i(1-w_i). \]
For a square matrix \(UU^T=1\) implies \(U^TU=1\), whose \((0,0)\) entry is \(\sum_i w_i=1\). Completing the square,
\[ w_i(1-w_i)=\Big(1-\frac2m\Big)w_i+\frac1{m^2}-\Big(w_i-\frac1m\Big)^2 . \]
Summed over the \(m\) orbitals, the first two terms give \(1-2/m+1/m\), so
\[ B(U)=4d^2\Big(1-\frac1m\Big)-4d^2\sum_i\Big(w_i-\frac1m\Big)^2 . \]
The subtracted term is nonnegative, and for \(d\ne0\) it vanishes exactly when every \(w_i=1/m\). Inserting these weights gives \(|\mathbf r_i|^2=4d^2\,(1/m)(1-1/m)\) and, for \(i\neq j\), \(\mathbf r_i\cdot\mathbf r_j=-4d^2w_iw_j=-4d^2/m^2\).

## A mixing with a constant s column

Let \(a=1/\sqrt m\), let \(e_0\) be the coefficient vector of s, and put \(v=e_0+a(1,\dots,1)\). Then \(v\cdot v=(1+a)^2+na^2=1+2a+ma^2=2(1+a)\). The symmetric matrix \(Q=vv^T/(1+a)\) satisfies \(Q^2=(v\cdot v)\,vv^T/(1+a)^2=2Q\), so \((Q-1)(Q-1)^T=Q^2-2Q+1=1\). In terms of the unit vector \(u=v/\sqrt{2(1+a)}\) the mixing is \(2uu^T-1\). Its s column has entries \(v_iv_0/(1+a)-\delta_{i0}=v_i-\delta_{i0}=a\), so all weights equal \(1/m\) and the bound is reached.

## One, two and four orbitals

For \(n=0\) the centroid has no components, the only weight is \(1\), and the maximum is \(0\). For \(n=1\) the matrix \(Q-1\) has rows \((s\pm p_0)/\sqrt2\), with centroids \(\pm d\) and \(B=2d^2\). For \(n=3\) its rows are \((\tfrac12,\tfrac12,\tfrac12,\tfrac12)\), \((\tfrac12,-\tfrac56,\tfrac16,\tfrac16)\) and the two obtained from the latter by moving \(-\tfrac56\) among the p entries.

The angles, orientations and optimiser behaviour described next are consequences drawn by hand and are not among the theorems. Dividing the scalar product by the squared length gives the cosine \(-1/(m-1)\) between centroids for \(m\ge2\), which is the tetrahedral \(-1/3\) for \(n=3\). Since only the s weights are fixed, for \(n\ge2\) a common rotation of the p parts leads to another maximiser, and a program may return the hybrids in any orientation within the space of the \(n\) coordinates; values and weights are the quantities to compare. At the unmixed orbitals \(U=1\) all centroids vanish, so \(B=0\) with zero gradient, and for \(n\ge1\), where this value lies below the maximum, a purely gradient-driven search needs a perturbed start.

## The Lean file

```lean
import Mathlib

open Matrix Finset

namespace BoysHybrids

noncomputable section

variable {n : ℕ}

/-- Matrix of the coordinate `x_k` in a shell of one s orbital (index `0`) and `n` p orbitals
(`p_k` has index `k.succ`): the only nonzero elements are `⟨s|x_k|p_k⟩ = ⟨p_k|x_k|s⟩ = d`. -/
def position (d : ℝ) (k : Fin n) : Matrix (Fin (n + 1)) (Fin (n + 1)) ℝ :=
  Matrix.single 0 k.succ d + Matrix.single k.succ 0 d

/-- Centroid of the real orbital with coefficients `c`: component `k` is `⟨c|x_k|c⟩`. -/
def centroid (d : ℝ) (c : Fin (n + 1) → ℝ) (k : Fin n) : ℝ :=
  c ⬝ᵥ position d k *ᵥ c

/-- A real orthonormal mixing of the shell: the rows of `U` are orthonormal orbitals. -/
def IsMixing (U : Matrix (Fin (n + 1)) (Fin (n + 1)) ℝ) : Prop :=
  U * Uᵀ = 1

/-- The Boys functional: the sum of the squared centroids of the rows of `U`. -/
def boys (d : ℝ) (U : Matrix (Fin (n + 1)) (Fin (n + 1)) ℝ) : ℝ :=
  ∑ i, centroid d (U i) ⬝ᵥ centroid d (U i)

/-- The s weight of orbital `i`: its squared s coefficient. -/
def sWeight (U : Matrix (Fin (n + 1)) (Fin (n + 1)) ℝ) (i : Fin (n + 1)) : ℝ :=
  U i 0 ^ 2

/-- The amplitude `a = 1/√m` for a shell of `m = n + 1` orbitals. -/
def sAmp (n : ℕ) : ℝ := (√((n : ℝ) + 1))⁻¹

/-- The vector `v = e_s + a (1, …, 1)` with `a = 1/√m`. -/
def axis (n : ℕ) : Fin (n + 1) → ℝ := fun i => if i = 0 then 1 + sAmp n else sAmp n

/-- The matrix `v vᵀ / (1 + a) - 1` with `a = 1/√m` and `v = e_s + a (1, …, 1)`. -/
def equalHybrids (n : ℕ) : Matrix (Fin (n + 1)) (Fin (n + 1)) ℝ :=
  (1 + sAmp n)⁻¹ • vecMulVec (axis n) (axis n) - 1

/-- Component `k` of the centroid is `2 d c_s c_{p_k}`. -/
theorem centroid_eq (d : ℝ) (c : Fin (n + 1) → ℝ) (k : Fin n) :
    centroid d c k = 2 * d * c 0 * c k.succ := by
  have h : ∀ a b : Fin (n + 1), c ⬝ᵥ Matrix.single a b d *ᵥ c = c a * (d * c b) := by
    intro a b
    simp [dotProduct, mulVec, Matrix.single, ite_and]
  rw [centroid, position, add_mulVec, dotProduct_add, h, h]
  ring

/-- For orthonormal orbitals the centroids obey
`r_i · r_j = 4 d² U_is U_js (δ_ij - U_is U_js)`. -/
theorem centroid_dot (d : ℝ) {U : Matrix (Fin (n + 1)) (Fin (n + 1)) ℝ} (hU : IsMixing U)
    (i j : Fin (n + 1)) :
    centroid d (U i) ⬝ᵥ centroid d (U j)
      = 4 * d ^ 2 * (U i 0 * U j 0) * ((if i = j then 1 else 0) - U i 0 * U j 0) := by
  -- the overlap of the p parts is δ minus the overlap of the s parts
  have h : (U * Uᵀ) i j = (1 : Matrix (Fin (n + 1)) (Fin (n + 1)) ℝ) i j := by
    rw [hU]
  rw [Matrix.mul_apply, Fin.sum_univ_succ, Matrix.one_apply] at h
  simp only [transpose_apply] at h
  rw [← h, add_sub_cancel_left, Finset.mul_sum, dotProduct]
  refine Finset.sum_congr rfl fun k _ => ?_
  simp only [centroid_eq]
  ring

/-- The s weights of an orthonormal mixing add up to one. -/
theorem sum_sWeight {U : Matrix (Fin (n + 1)) (Fin (n + 1)) ℝ} (hU : IsMixing U) :
    ∑ i, sWeight U i = 1 := by
  have h1 : Uᵀ * U = 1 := mul_eq_one_comm.mp hU
  have h : (Uᵀ * U) 0 0 = (1 : Matrix (Fin (n + 1)) (Fin (n + 1)) ℝ) 0 0 := by
    rw [h1]
  rw [Matrix.mul_apply, Matrix.one_apply_eq] at h
  rw [← h]
  refine Finset.sum_congr rfl fun i _ => ?_
  rw [sWeight, transpose_apply, sq]

/-- The Boys functional equals `4 d² (1 - 1/m)` minus `4 d²` times the summed squared deviation
of the s weights from `1/m`, where `m = n + 1`. -/
theorem boys_eq (d : ℝ) {U : Matrix (Fin (n + 1)) (Fin (n + 1)) ℝ} (hU : IsMixing U) :
    boys d U = 4 * d ^ 2 * (1 - 1 / ((n : ℝ) + 1))
      - 4 * d ^ 2 * ∑ i, (sWeight U i - 1 / ((n : ℝ) + 1)) ^ 2 := by
  have hn : (n : ℝ) + 1 ≠ 0 := by positivity
  -- each orbital contributes 4 d² w (1 - w); complete the square around 1/m
  have h : ∀ i, centroid d (U i) ⬝ᵥ centroid d (U i)
      = 4 * d ^ 2 * ((1 - 2 * (1 / ((n : ℝ) + 1))) * sWeight U i + (1 / ((n : ℝ) + 1)) ^ 2
        - (sWeight U i - 1 / ((n : ℝ) + 1)) ^ 2) := by
    intro i
    rw [centroid_dot d hU, if_pos rfl, sWeight]
    ring
  rw [boys, Finset.sum_congr rfl fun i _ => h i, ← Finset.mul_sum, Finset.sum_sub_distrib,
    Finset.sum_add_distrib, ← Finset.mul_sum, sum_sWeight hU, Finset.sum_const,
    Finset.card_univ, Fintype.card_fin, nsmul_eq_mul]
  generalize ∑ i, (sWeight U i - 1 / ((n : ℝ) + 1)) ^ 2 = S
  push_cast
  field_simp
  ring

/-- The matrix `equalHybrids n` is an orthonormal mixing in which every orbital has
s weight `1/m`. -/
theorem equalHybrids_witness (n : ℕ) :
    IsMixing (equalHybrids n) ∧ ∀ i, sWeight (equalHybrids n) i = 1 / ((n : ℝ) + 1) := by
  have hn : (0 : ℝ) < (n : ℝ) + 1 := by positivity
  have ha0 : 0 ≤ sAmp n := by
    unfold sAmp
    positivity
  have ha1 : 1 + sAmp n ≠ 0 := by positivity
  have ha : sAmp n ^ 2 = 1 / ((n : ℝ) + 1) := by
    rw [sAmp, inv_pow, Real.sq_sqrt hn.le, one_div]
  have ha' : ((n : ℝ) + 1) * sAmp n ^ 2 = 1 := by
    rw [ha]
    field_simp
  have h0 : axis n 0 = 1 + sAmp n := by simp [axis]
  have hs : ∀ k : Fin n, axis n k.succ = sAmp n := fun k => by simp [axis, Fin.succ_ne_zero]
  have hv : axis n ⬝ᵥ axis n = 2 * (1 + sAmp n) := by
    simp only [dotProduct, Fin.sum_univ_succ, h0, hs, Finset.sum_const, Finset.card_univ,
      Fintype.card_fin, nsmul_eq_mul]
    linear_combination ha'
  constructor
  · have hT : (vecMulVec (axis n) (axis n))ᵀ = vecMulVec (axis n) (axis n) := by
      ext i j
      simp only [transpose_apply, vecMulVec_apply]
      ring
    have hP : vecMulVec (axis n) (axis n) * vecMulVec (axis n) (axis n)
        = (axis n ⬝ᵥ axis n) • vecMulVec (axis n) (axis n) := by
      ext i j
      simp only [Matrix.mul_apply, vecMulVec_apply, Matrix.smul_apply, smul_eq_mul, dotProduct,
        Finset.sum_mul]
      exact Finset.sum_congr rfl fun k _ => by ring
    -- Q = v vᵀ / (1 + a) satisfies Q² = 2 Q, so (Q - 1)² = 1
    have hQ : ((1 + sAmp n)⁻¹ • vecMulVec (axis n) (axis n))
          * ((1 + sAmp n)⁻¹ • vecMulVec (axis n) (axis n))
        = (1 + sAmp n)⁻¹ • vecMulVec (axis n) (axis n)
          + (1 + sAmp n)⁻¹ • vecMulVec (axis n) (axis n) := by
      rw [Matrix.smul_mul, Matrix.mul_smul, hP, hv, smul_smul, smul_smul, ← add_smul]
      congr 1
      field_simp
      ring
    rw [IsMixing, equalHybrids, transpose_sub, transpose_smul, transpose_one, hT]
    generalize (1 + sAmp n)⁻¹ • vecMulVec (axis n) (axis n) = Q at hQ
    calc (Q - 1) * (Q - 1) = Q * Q - (Q + Q) + 1 := by noncomm_ring
      _ = 1 := by rw [hQ, sub_self, zero_add]
  · intro i
    have hi : equalHybrids n i 0 = sAmp n := by
      simp only [equalHybrids, Matrix.sub_apply, Matrix.smul_apply, vecMulVec_apply,
        smul_eq_mul, h0]
      refine Fin.cases ?_ (fun k => ?_) i
      · rw [h0, Matrix.one_apply_eq]
        field_simp
        ring
      · rw [hs, Matrix.one_apply_ne (Fin.succ_ne_zero k), sub_zero, mul_comm,
          mul_inv_cancel_right₀ ha1]
    rw [sWeight, hi, ha]

/-- For `d ≠ 0` the Boys functional over real orthonormal mixings of the `m = n + 1` orbitals
has maximum `4 d² (1 - 1/m)`, attained exactly when every orbital has s weight `1/m`. -/
theorem boys_max {d : ℝ} (hd : d ≠ 0) (n : ℕ) :
    IsGreatest (boys d '' {U : Matrix (Fin (n + 1)) (Fin (n + 1)) ℝ | IsMixing U})
        (4 * d ^ 2 * (1 - 1 / ((n : ℝ) + 1))) ∧
      ∀ U : Matrix (Fin (n + 1)) (Fin (n + 1)) ℝ, IsMixing U →
        (boys d U = 4 * d ^ 2 * (1 - 1 / ((n : ℝ) + 1)) ↔
          ∀ i, sWeight U i = 1 / ((n : ℝ) + 1)) := by
  have hd2 : 4 * d ^ 2 ≠ 0 := by positivity
  have key : ∀ U : Matrix (Fin (n + 1)) (Fin (n + 1)) ℝ, IsMixing U →
      (boys d U = 4 * d ^ 2 * (1 - 1 / ((n : ℝ) + 1)) ↔
        ∀ i, sWeight U i = 1 / ((n : ℝ) + 1)) := by
    intro U hU
    rw [boys_eq d hU, sub_eq_self, mul_eq_zero, or_iff_right hd2,
      Finset.sum_eq_zero_iff_of_nonneg fun i _ => sq_nonneg _]
    constructor
    · intro h i
      exact sub_eq_zero.mp (pow_eq_zero_iff two_ne_zero |>.mp (h i (Finset.mem_univ i)))
    · intro h i _
      rw [h i, sub_self, zero_pow two_ne_zero]
  obtain ⟨h1, h2⟩ := equalHybrids_witness n
  refine ⟨⟨⟨equalHybrids n, h1, (key _ h1).mpr h2⟩, ?_⟩, key⟩
  rintro _ ⟨U, hU, rfl⟩
  rw [boys_eq d hU]
  exact sub_le_self _ (mul_nonneg (by positivity) (Finset.sum_nonneg fun i _ => sq_nonneg _))

/-- At a maximiser of the Boys functional every centroid has squared length `4 d² (m - 1)/m²`,
and two different centroids have scalar product `-4 d²/m²`. -/
theorem maximiser_geometry {d : ℝ} (hd : d ≠ 0) {U : Matrix (Fin (n + 1)) (Fin (n + 1)) ℝ}
    (hU : IsMixing U) (hmax : boys d U = 4 * d ^ 2 * (1 - 1 / ((n : ℝ) + 1))) :
    (∀ i, centroid d (U i) ⬝ᵥ centroid d (U i) = 4 * d ^ 2 * n / ((n : ℝ) + 1) ^ 2) ∧
      ∀ i j, i ≠ j → centroid d (U i) ⬝ᵥ centroid d (U j) = -(4 * d ^ 2 / ((n : ℝ) + 1) ^ 2) := by
  have hn : (n : ℝ) + 1 ≠ 0 := by positivity
  have hw := ((boys_max hd n).2 U hU).mp hmax
  constructor
  · intro i
    have h : U i 0 * U i 0 = 1 / ((n : ℝ) + 1) := by rw [← hw i, sWeight, sq]
    rw [centroid_dot d hU, if_pos rfl, h]
    field_simp
    ring
  · intro i j hij
    calc centroid d (U i) ⬝ᵥ centroid d (U j) = -(4 * d ^ 2 * (sWeight U i * sWeight U j)) := by
          rw [centroid_dot d hU, if_neg hij, sWeight, sWeight]
          ring
      _ = _ := by
          rw [hw i, hw j, div_mul_div_comm, one_mul, mul_one_div, sq ((n : ℝ) + 1)]

/-- One s and three p orbitals: the maximum is `3 d²`, and at a maximiser `|r_i|² = 3 d²/4`
and `r_i · r_j = -d²/4` for `i ≠ j`. -/
theorem sp3_case {d : ℝ} (hd : d ≠ 0) :
    IsGreatest (boys d '' {U : Matrix (Fin (3 + 1)) (Fin (3 + 1)) ℝ | IsMixing U}) (3 * d ^ 2) ∧
      ∀ U : Matrix (Fin (3 + 1)) (Fin (3 + 1)) ℝ, IsMixing U → boys d U = 3 * d ^ 2 →
        (∀ i, centroid d (U i) ⬝ᵥ centroid d (U i) = 3 * d ^ 2 / 4) ∧
          ∀ i j, i ≠ j → centroid d (U i) ⬝ᵥ centroid d (U j) = -(d ^ 2 / 4) := by
  have e : 3 * d ^ 2 = 4 * d ^ 2 * (1 - 1 / (((3 : ℕ) : ℝ) + 1)) := by
    push_cast
    ring
  refine ⟨by rw [e]; exact (boys_max hd 3).1, fun U hU h => ?_⟩
  obtain ⟨h1, h2⟩ := maximiser_geometry hd hU (h.trans e)
  refine ⟨fun i => ?_, fun i j hij => ?_⟩
  · rw [h1 i]
    push_cast
    ring
  · rw [h2 i j hij]
    push_cast
    ring

end

end BoysHybrids
```

```lean
#print axioms BoysHybrids.boys_max
#print axioms BoysHybrids.sp3_case
```

```
'BoysHybrids.boys_max' depends on axioms: [propext, Classical.choice, Quot.sound]
'BoysHybrids.sp3_case' depends on axioms: [propext, Classical.choice, Quot.sound]
```

## How the tactics follow the algebra

In `centroid_eq` an auxiliary identity evaluates the quadratic form of one `Matrix.single` entry, and the two entries of `position` are added. The lemma `centroid_dot` reads off entry \((i,j)\) of \(UU^T=1\) and splits the s term from the p terms with `Fin.sum_univ_succ`. It then replaces \(\delta_{ij}\) by that sum, cancels the s term, and matches the p terms one \(k\) at a time. In `sum_sWeight` the step from rows to columns is `mul_eq_one_comm`, followed by the \((0,0)\) entry.

The lemma `boys_eq` holds for every `d`. It proves the completed square for each orbital with `ring`, distributes the sum, inserts `sum_sWeight` and the count of \(n+1\) orbitals, and treats the sum of squared deviations as one symbol `S` while clearing denominators.

In `equalHybrids_witness`, `sAmp n` is \(a\), `axis n` is the unnormalised \(v\), and `equalHybrids n` is \(Q-1\). The statement `hv` is \(v\cdot v=2(1+a)\), obtained from \(ma^2=1\) by `linear_combination`; `hP` and `hQ` lead to \(Q^2=Q+Q\), and `noncomm_ring` expands \((Q-1)^2\). The s column is evaluated by `Fin.cases`, once for the s row and once for a p row.

In `boys_max`, the equivalence `key` rewrites with `boys_eq`, discards the nonzero factor \(4d^2\), and uses `Finset.sum_eq_zero_iff_of_nonneg` to make each deviation vanish. Attainment is `key` applied to the explicit matrix, and the bound is `sub_le_self`. The theorem `maximiser_geometry` extracts the weights from `boys_max` and feeds them to `centroid_dot`; off the diagonal the product \(U_{i0}U_{j0}\) enters squared, so the signs of the s coefficients play no role. Finally `sp3_case` rewrites \(3d^2\) as \(4d^2(1-1/4)\) and specialises both theorems.
